# For negative definite exchange V with −V ≤ c, the compression error is at most c times the new orbitals' squared distance from the span of the old

In a finite basis, let the exchange operator be a fixed negative definite matrix V with −V ≤ c, and let W = VΨ(Ψ†VΨ)⁻¹Ψ†V be its adaptive compression, built from linearly independent orbitals Ψ. The lemma `ace_error_le_distance` states that Tr Φ†(W − V)Φ ≤ c‖Φ − ΨU‖² for all matrices Φ and U of fitting size, with the Frobenius norm on the right. Neither set of orbitals need be orthonormal; the trace is the sum of φ†(W − V)φ over the columns φ of Φ, and these terms are expectation values only when the columns are normalised. The proof uses the fact that W − V vanishes on the span of Ψ to replace Φ by Φ − ΨU, then bounds W − V by c and takes the trace.

An attempt in Lean 4 with a fault in it:

```lean
import Mathlib

open Matrix
open scoped ComplexOrder

namespace AceErrorLeDistance

noncomputable section

variable {n k p : Type*} [Fintype n] [Fintype k] [Fintype p] [DecidableEq n] [DecidableEq k]

/-- The squared Frobenius norm: the sum of the squared moduli of all entries. -/
def frobSq (A : Matrix n p ℂ) : ℝ := ∑ j, ∑ i, ‖A i j‖ ^ 2

/-- The projector on the span of `Ψ` that is orthogonal with respect to the form of `V`, for
Hermitian `V` and invertible `Ψᴴ V Ψ`. -/
def formProj (V : Matrix n n ℂ) (Ψ : Matrix n k ℂ) : Matrix n n ℂ :=
  Ψ * (Ψᴴ * V * Ψ)⁻¹ * Ψᴴ * V

/-- The adaptively compressed exchange operator built from the orbitals `Ψ`,
for invertible `Ψᴴ V Ψ`. -/
def ace (V : Matrix n n ℂ) (Ψ : Matrix n k ℂ) : Matrix n n ℂ :=
  V * Ψ * (Ψᴴ * V * Ψ)⁻¹ * Ψᴴ * V

omit [DecidableEq n] in
/-- The trace of `Aᴴ A` is the squared Frobenius norm of `A`. -/
theorem trace_eq_frobSq (A : Matrix n p ℂ) : (Aᴴ * A).trace = (frobSq A : ℂ) := by
  simp only [frobSq, Matrix.trace, Matrix.diag_apply, Matrix.mul_apply,
    Matrix.conjTranspose_apply, Complex.ofReal_sum, Complex.ofReal_pow]
  exact Finset.sum_congr rfl fun j _ => Finset.sum_congr rfl fun i _ => Complex.conj_mul' _

omit [DecidableEq n] in
/-- For `V` definite of either sign and independent orbitals `Ψ`, the projector `formProj V Ψ`
fixes `Ψ`, is idempotent, and is self-adjoint with respect to the form of `V`. -/
theorem formProj_props {V : Matrix n n ℂ} {Ψ : Matrix n k ℂ}
    (hV : V.PosDef ∨ (-V).PosDef) (hΨ : Function.Injective Ψ.mulVec) :
    formProj V Ψ * Ψ = Ψ ∧ formProj V Ψ * formProj V Ψ = formProj V Ψ ∧
      (formProj V Ψ)ᴴ * V = V * formProj V Ψ := by
  have hH : Vᴴ = V := by
    rcases hV with h | h
    · exact h.1.eq
    · exact neg_inj.1 (by rw [← Matrix.conjTranspose_neg]; exact h.1.eq)
  -- definiteness and independence make the small matrix `Ψᴴ V Ψ` invertible
  have hM : IsUnit (Ψᴴ * V * Ψ).det := by
    rw [← Matrix.isUnit_iff_isUnit_det]
    rcases hV with h | h
    · exact (h.conjTranspose_mul_mul_same hΨ).isUnit
    · have h' := (h.conjTranspose_mul_mul_same hΨ).isUnit.neg
      simpa only [Matrix.mul_neg, Matrix.neg_mul, neg_neg] using h'
  have h1 : formProj V Ψ * Ψ = Ψ := by
    calc formProj V Ψ * Ψ = Ψ * ((Ψᴴ * V * Ψ)⁻¹ * (Ψᴴ * V * Ψ)) := by
          simp only [formProj, Matrix.mul_assoc]
      _ = Ψ := by rw [Matrix.nonsing_inv_mul _ hM, Matrix.mul_one]
  refine ⟨h1, ?_, ?_⟩
  · calc formProj V Ψ * formProj V Ψ
        = (formProj V Ψ * Ψ) * ((Ψᴴ * V * Ψ)⁻¹ * Ψᴴ * V) := by
          simp only [formProj, Matrix.mul_assoc]
      _ = formProj V Ψ := by rw [h1]; simp only [formProj, Matrix.mul_assoc]
  · simp only [formProj, Matrix.conjTranspose_mul, Matrix.conjTranspose_nonsing_inv,
      Matrix.conjTranspose_conjTranspose, hH, Matrix.mul_assoc]

/-- For negative definite `V` and independent `Ψ`, the compression error is `-V` seen through
the complementary projector, and the compressed operator is `V` seen through the projector. -/
theorem ace_factor {V : Matrix n n ℂ} {Ψ : Matrix n k ℂ}
    (hV : (-V).PosDef) (hΨ : Function.Injective Ψ.mulVec) :
    ace V Ψ - V = (1 - formProj V Ψ)ᴴ * (-V) * (1 - formProj V Ψ) ∧
      -ace V Ψ = (formProj V Ψ)ᴴ * (-V) * formProj V Ψ := by
  obtain ⟨-, h2, h3⟩ := formProj_props (Or.inr hV) hΨ
  have ha : ace V Ψ = V * formProj V Ψ := by simp only [ace, formProj, Matrix.mul_assoc]
  have hv : V * formProj V Ψ * formProj V Ψ = V * formProj V Ψ := by
    rw [Matrix.mul_assoc, h2]
  constructor
  · rw [ha, Matrix.conjTranspose_sub, Matrix.conjTranspose_one]
    simp only [Matrix.sub_mul, Matrix.mul_sub, Matrix.mul_neg, Matrix.neg_mul,
      Matrix.one_mul, Matrix.mul_one, h3, hv]
    abel
  · rw [ha, Matrix.mul_neg, Matrix.neg_mul, h3, hv]

/-- For negative definite `V` with `-V ≤ c` and independent `Ψ`, the compression error on `Φ` is
at most `c` times the squared distance of `Φ` from any combination `Ψ U` of the old orbitals. -/
theorem ace_error_le_distance {V : Matrix n n ℂ} {Ψ : Matrix n k ℂ} {c : ℝ}
    (hV : (-V).PosDef) (hc : ((c : ℂ) • (1 : Matrix n n ℂ) + V).PosSemidef)
    (hΨ : Function.Injective Ψ.mulVec) (Φ : Matrix n p ℂ) (U : Matrix k p ℂ) :
    (Φᴴ * (ace V Ψ - V) * Φ).trace ≤ ((c * frobSq (Φ - Ψ * U) : ℝ) : ℂ) := by
  obtain ⟨hR, hA⟩ := ace_factor hV hΨ
  have e : ∀ X : Matrix n p ℂ, Xᴴ * (ace V Ψ - V) * X
      = ((1 - formProj V Ψ) * X)ᴴ * (-V) * ((1 - formProj V Ψ) * X) := by
    intro X
    rw [hR]
    simp only [Matrix.conjTranspose_mul, Matrix.mul_assoc]
  -- the error does not see the part of `Φ` in the span of `Ψ`
  have hT : (1 - formProj V Ψ) * (Φ - Ψ * U) = (1 - formProj V Ψ) * Φ := by
    rw [Matrix.mul_sub, ← Matrix.mul_assoc, Matrix.sub_mul 1 _ Ψ, Matrix.one_mul,
      (formProj_props (Or.inr hV) hΨ).1, sub_self, Matrix.zero_mul, sub_zero]
  have hs : Φᴴ * (ace V Ψ - V) * Φ = (Φ - Ψ * U)ᴴ * (ace V Ψ - V) * (Φ - Ψ * U) := by
    rw [e, e, hT]
  -- the error operator is bounded by `c`
  have hB : ((c : ℂ) • (1 : Matrix n n ℂ) - (ace V Ψ - V)).PosSemidef := by
    have h := hc.add (hV.posSemidef.conjTranspose_mul_mul_same (formProj V Ψ))
    rw [← hA] at h
    convert h using 1
    abel
  have h := (hB.conjTranspose_mul_mul_same (Φ - Ψ * U)).trace_nonneg
  rw [Matrix.mul_sub, Matrix.sub_mul, Matrix.mul_smul, Matrix.mul_one, Matrix.smul_mul,
    Matrix.trace_sub, Matrix.trace_smul, smul_eq_mul, trace_eq_frobSq] at h
  rw [hs, Complex.ofReal_mul]
  exact sub_nonneg.1 h

end

end AceErrorLeDistance
```

Compiling this gives:

```
Main.lean:104:22: error: Tactic `rewrite` failed: Did not find an occurrence of the pattern
  (?M - ?M') * ?N
in the target expression
  0 ≤ ((Φ - Ψ * U)ᴴ * (↑c • 1 - (ace V Ψ - V)) * Φ - (Φ - Ψ * U)ᴴ * (↑c • 1 - (ace V Ψ - V)) * (Ψ * U)).trace

n : Type u_1
k : Type u_2
p : Type u_3
inst✝⁴ : Fintype n
inst✝³ : Fintype k
inst✝² : Fintype p
inst✝¹ : DecidableEq n
inst✝ : DecidableEq k
V : Matrix n n ℂ
Ψ : Matrix n k ℂ
c : ℝ
hV : (-V).PosDef
hc : (↑c • 1 + V).PosSemidef
hΨ : Function.Injective Ψ.mulVec
Φ : Matrix n p ℂ
U : Matrix k p ℂ
hR : ace V Ψ - V = (1 - formProj V Ψ)ᴴ * -V * (1 - formProj V Ψ)
hA : -ace V Ψ = (formProj V Ψ)ᴴ * -V * formProj V Ψ
e : ∀ (X : Matrix n p ℂ), Xᴴ * (ace V Ψ - V) * X = ((1 - formProj V Ψ) * X)ᴴ * -V * ((1 - formProj V Ψ) * X)
hT : (1 - formProj V Ψ) * (Φ - Ψ * U) = (1 - formProj V Ψ) * Φ
hs : Φᴴ * (ace V Ψ - V) * Φ = (Φ - Ψ * U)ᴴ * (ace V Ψ - V) * (Φ - Ψ * U)
hB : (↑c • 1 - (ace V Ψ - V)).PosSemidef
h : 0 ≤ ((Φ - Ψ * U)ᴴ * (↑c • 1 - (ace V Ψ - V)) * Φ - (Φ - Ψ * U)ᴴ * (↑c • 1 - (ace V Ψ - V)) * (Ψ * U)).trace
⊢ (Φᴴ * (ace V Ψ - V) * Φ).trace ≤ ↑(c * frobSq (Φ - Ψ * U))
```

Fix (accepted with no message):

```diff
@@ -101,8 +101,9 @@
     convert h using 1
     abel
-  have h := (hB.conjTranspose_mul_mul_same (Φ - Ψ * U)).trace_nonneg
-  rw [Matrix.mul_sub, Matrix.sub_mul, Matrix.mul_smul, Matrix.mul_one, Matrix.smul_mul,
+  rw [hs, Complex.ofReal_mul]
+  generalize Φ - Ψ * U = D
+  have h := (hB.conjTranspose_mul_mul_same D).trace_nonneg
+  rw [Matrix.mul_sub Dᴴ, Matrix.sub_mul, Matrix.mul_smul, Matrix.mul_one, Matrix.smul_mul,
     Matrix.trace_sub, Matrix.trace_smul, smul_eq_mul, trace_eq_frobSq] at h
-  rw [hs, Complex.ofReal_mul]
   exact sub_nonneg.1 h
 
```

Cause. The rewrite with `Matrix.mul_sub` was meant to expand the middle factor, `↑c • 1 - (ace V Ψ - V)`. But the right-hand factor `Φ - Ψ * U` is a difference too, and Lean matched the outer product first and expanded that one, as the target in the message shows. `Matrix.sub_mul` then needs a product whose left factor is a difference, and there is none: the middle difference is still the right factor of its product, and `(Φ - Ψ * U)ᴴ` is a conjugate transpose, not itself a difference.

The repair uses `generalize` to replace `Φ - Ψ * U` by a plain variable `D`, so that the outer factor can no longer be expanded. `Matrix.mul_sub Dᴴ` also names the left factor, which by itself rules out the outer product. The line `rw [hs, Complex.ofReal_mul]` moves up because `hs` brings `Φ - Ψ * U` into the trace in the goal; `generalize` can then replace it there as well as in the norm, and the goal and `h` both speak of `D`.
